# The time integral of a complex Gaussian pulse falls off as a Gaussian in its carrier frequency

The pulse here is a Gaussian envelope of peak height one and duration `s`, multiplied by a carrier of angular frequency `w` and phase `φ`: exp(−t²/(2s²) + iwt + iφ). The theorem `integral_complexPulse` states that, for `s > 0` and real `w` and `φ`, its integral over all time is √(2π) s · exp(−s²w²/2 + iφ). This is the area of the envelope, reduced by a Gaussian factor in the frequency and multiplied by the constant phase factor. The proof writes `b` for −1/(2s²), applies Mathlib's formula `integral_cexp_quadratic` for the integral of the exponential of a quadratic, and then brings the prefactor and the exponent to the stated form in `hroot` and `hexp`.

Lean 4 with Mathlib refuses this proof:

```lean
import Mathlib

open MeasureTheory Filter Topology

namespace IntegralComplexPulse

noncomputable section

/-- The complex form of the pulse of unit amplitude, with duration `s ≠ 0`: a Gaussian times
the phase factor of the carrier. -/
def complexPulse (s w φ t : ℝ) : ℂ :=
  Complex.exp (((-(1 / (2 * s ^ 2)) : ℝ) : ℂ) * (t : ℂ) ^ 2
    + (w * Complex.I) * t + φ * Complex.I)

/-- The time integral of the complex pulse of duration `s > 0` is the area of the envelope,
damped by a Gaussian in the frequency, times the carrier-envelope phase factor. -/
theorem integral_complexPulse {s : ℝ} (hs : 0 < s) (w φ : ℝ) :
    ∫ t, complexPulse s w φ t = ((√(2 * Real.pi) * s : ℝ) : ℂ) *
      Complex.exp (((-(s ^ 2 * w ^ 2 / 2) : ℝ) : ℂ) + φ * Complex.I) := by
  obtain ⟨b, hb⟩ : ∃ b : ℝ, b = -(1 / (2 * s ^ 2)) := ⟨_, rfl⟩
  have hneg : b < 0 := by
    have : 0 < 1 / (2 * s ^ 2) := by positivity
    linarith
  have hbs : b * s ^ 2 = -(1 / 2) := by
    rw [hb]
    field_simp
  have hbc : (b : ℂ) * (s : ℂ) ^ 2 = -(1 / 2) := by
    have h := congrArg Complex.ofReal hbs
    push_cast at h
    exact h
  have hb0 : (b : ℂ) ≠ 0 := Complex.ofReal_ne_zero.2 hneg.ne
  -- the Gaussian prefactor is the area of the envelope
  have hroot : ((Real.pi : ℂ) / -(b : ℂ)) ^ (1 / 2 : ℂ) = ((√(2 * Real.pi) * s : ℝ) : ℂ) := by
    have h1 : (Real.pi : ℂ) / -(b : ℂ) = ((2 * Real.pi * s ^ 2 : ℝ) : ℂ) := by
      rw [div_eq_iff (neg_ne_zero.2 hb0)]
      push_cast
      linear_combination (2 * (Real.pi : ℂ)) * hbc
    have h2 : √(2 * Real.pi) * s = (2 * Real.pi * s ^ 2) ^ (1 / 2 : ℝ) := by
      rw [← Real.sqrt_eq_rpow, Real.sqrt_mul (by positivity), Real.sqrt_sq hs.le]
    rw [h1, h2, Complex.ofReal_cpow (by positivity)]
    norm_num
  -- completing the square damps the carrier
  have hexp : (φ : ℂ) * Complex.I - (w * Complex.I) ^ 2 / (4 * (b : ℂ))
      = ((-(s ^ 2 * w ^ 2 / 2) : ℝ) : ℂ) + φ * Complex.I := by
    have h : ((w : ℂ) * Complex.I) ^ 2 / (4 * (b : ℂ)) = (s : ℂ) ^ 2 * (w : ℂ) ^ 2 / 2 := by
      rw [div_eq_iff (mul_ne_zero (by norm_num) hb0), mul_pow, Complex.I_sq]
      linear_combination (-2 * (w : ℂ) ^ 2) * hbc
    rw [h]
    push_cast
    ring
  simp only [complexPulse]
  rw [← hb, integral_cexp_quadratic (by simpa using hneg), hroot, hexp]

end

end IntegralComplexPulse
```

The compiler's answer:

```
Main.lean:39:62: error: Tactic `rewrite` failed: Did not find an occurrence of the pattern
  √(s ^ 2)
in the target expression
  √2 * √Real.pi * s = √(2 * Real.pi * s ^ 2)

s : ℝ
hs : 0 < s
w φ b : ℝ
hb : b = -(1 / (2 * s ^ 2))
hneg : b < 0
hbs : b * s ^ 2 = -(1 / 2)
hbc : ↑b * ↑s ^ 2 = -(1 / 2)
hb0 : ↑b ≠ 0
h1 : ↑Real.pi / -↑b = ↑(2 * Real.pi * s ^ 2)
⊢ √2 * √Real.pi * s = √(2 * Real.pi * s ^ 2)
```

The error lies in `h2`, which rewrites the prefactor √(2π) s as the square root of 2πs². Lean reports that `Real.sqrt_sq` found no `√(s ^ 2)` to simplify, but the trouble began one rewrite earlier. `Real.sqrt_mul` splits the root of a product, and `(by positivity)` did not say which product was meant. The rewrite therefore took `√(2 * Real.pi)` on the left and split it into `√2 * √Real.pi`, as the goal in the message shows. The root on the right, the one that contains `s ^ 2`, stayed whole.

The repair names the product. The new fact `h3`, that `2 * Real.pi` is nonnegative, fixes the first factor, and the explicit argument `(s ^ 2)` fixes the second. The rewrite now turns the right-hand side into `√(2 * Real.pi) * √(s ^ 2)` and leaves the left alone. `Real.sqrt_sq hs.le` then replaces `√(s ^ 2)` by `s`, and the two sides agree.

As a diff, the version that Lean accepts:

```diff
@@ -37,5 +37,6 @@
       linear_combination (2 * (Real.pi : ℂ)) * hbc
     have h2 : √(2 * Real.pi) * s = (2 * Real.pi * s ^ 2) ^ (1 / 2 : ℝ) := by
-      rw [← Real.sqrt_eq_rpow, Real.sqrt_mul (by positivity), Real.sqrt_sq hs.le]
+      have h3 : (0 : ℝ) ≤ 2 * Real.pi := by positivity
+      rw [← Real.sqrt_eq_rpow, Real.sqrt_mul h3 (s ^ 2), Real.sqrt_sq hs.le]
     rw [h1, h2, Complex.ofReal_cpow (by positivity)]
     norm_num
```
